# In a chain with levels $(r-2k)^2$ and neighbour coupling $q$, the end states first couple at order $q^r$

Number the states $k=0,\dots,r$ with $r\ge1$. Let $V$ couple neighbours with real strength $q$, and let $R$ be the diagonal reduced resolvent, with entries

$$R_k=\frac{1}{r^2-(r-2k)^2}\quad(0<k<r),\qquad R_0=R_r=0.$$

Then the perturbation terms $T^{(m)}=V(RV)^m$ satisfy

$$T^{(m)}_{0r}=0\quad(m+1<r),\qquad T^{(r-1)}_{0r}=\frac{q^r}{\big(2^{r-1}(r-1)!\big)^2}.$$

## A particle on a ring in a weak cosine potential

In units with $\hbar=1$ and particle mass $1/2$, the Hamiltonian $-d^2/dx^2+2q\cos 2x$ on a ring of length $2\pi$ has plane waves $e^{inx}$ as unperturbed states. Their energies are $n^2$, and the potential couples $n$ to $n\pm2$ with strength $q$. Setting $n=r-2k$ and keeping only $k=0,\dots,r$ gives the chain. Its end states $n=\pm r$ are degenerate.

In this truncated, non-interacting model, the result shows how a potential with a single harmonic couples the opposite momenta $\pm r$ at order $q^r$. This is the mechanism behind the narrow higher gaps of an electron in a weak cosine potential. In a general periodic potential, a harmonic $\cos 2rx$ couples the same two states directly, at first order.

## Only the direct path contributes

Splitting off the last factor $RV$ gives

$$T^{(m+1)}_{ij}=\sum_k T^{(m)}_{ik}R_kV_{kj}.$$

We show by induction on $m$ that $T^{(m)}_{0j}=0$ for $j>m+1$, and that, if state $m+1$ exists,

$$T^{(m)}_{0,m+1}=q\prod_{k=0}^{m-1}(R_{k+1}\,q).$$

For $m=0$ this is the definition of $V$. For the step, take $j\ge m+2$. Terms with $k>m+1$ vanish by the induction hypothesis. Terms with $k+1<j$ vanish because $V$ couples only neighbours. Nothing is left if $j>m+2$; if $j=m+2$, only $k=m+1$ survives, and it adds the factor $R_{m+1}q$.

The energy denominators are $r^2-(r-2k)^2=4k(r-k)$. With $s=r-1$, their product along the direct path is

$$\prod_{k=0}^{s-1}4(k+1)(s-k)=4^s(s!)^2=(2^s s!)^2.$$

Taking $m=s$ gives the stated coupling.

For $r=1$ there is no intermediate state and the coupling is $q$. For $r=2$ it is $q\cdot\frac14\cdot q=q^2/4$.

The restriction to neighbours matters: for $r=2$, an extra direct entry $V_{02}=c\ne0$ gives $T^{(0)}_{02}=c$, although $m+1=1<2$.

## Parity, reflection and the doublet

Each $V$ changes the index by one, so $T^{(m)}_{ij}=0$ when $i+j+m$ is even. In particular, the term $m=r$, just after the leading one, does not couple the ends.

The reflection $k\mapsto r-k$ leaves $V$ and $R$ unchanged, hence also every $T^{(m)}$. For $r\ge1$ its block on the two end states is therefore

$$\begin{pmatrix}a&w\\w&a\end{pmatrix},$$

with normalised eigenvectors $(1,\pm1)/\sqrt2$ and eigenvalues $a\pm w$.

## The model in Lean

States are elements of `Fin (r + 1)`, with `0` and `Fin.last r` as the ends. `level` is the unperturbed energy and `hop` is $V$. `resolventEntry` is built from the levels: it vanishes on states degenerate with state `0` and is $1/(E_0-E_k)$ elsewhere, which fixes the sign convention. `ladderTerm r q m` is $T^{(m)}$, so `m` counts resolvents and the order in $q$ is $m+1$.

`leading_coupling` contains both opening claims, for every real `q`. `doublet_block` uses the unnormalised vectors `![1, 1]` and `![1, -1]`. These theorems concern individual terms $V(RV)^m$; the full effective Hamiltonian, the exact level splitting and the states left out of the chain are not treated.

```lean
import Mathlib

open Finset Matrix
open scoped Nat

namespace DegenerateLadder

noncomputable section

/-- The perturbation term `V (R V)^m` with `m` diagonal resolvents `R = diagonal d`
between `m + 1` interactions `V`. -/
def pathTerm {ι K : Type*} [Fintype ι] [DecidableEq ι] [CommRing K]
    (V : Matrix ι ι K) (d : ι → K) (m : ℕ) : Matrix ι ι K :=
  V * (Matrix.diagonal d * V) ^ m

/-- The unperturbed energy `(r - 2k)²` of state `k`. -/
def level (r k : ℕ) : ℝ := ((r : ℝ) - 2 * (k : ℝ)) ^ 2

/-- The diagonal entry of the reduced resolvent: zero on states degenerate with state `0`,
and the inverse energy difference `1 / (E₀ - Eₖ)` on all others. -/
def resolventEntry (r k : ℕ) : ℝ :=
  if level r k = level r 0 then 0 else 1 / (level r 0 - level r k)

/-- The interaction that couples neighbouring states with strength `q`. -/
def hop (r : ℕ) (q : ℝ) : Matrix (Fin (r + 1)) (Fin (r + 1)) ℝ :=
  Matrix.of fun i j => if i.val + 1 = j.val ∨ j.val + 1 = i.val then q else 0

/-- The term `V (R V)^m` for the levels `(r - 2k)²` with neighbour coupling `q`. -/
def ladderTerm (r : ℕ) (q : ℝ) (m : ℕ) : Matrix (Fin (r + 1)) (Fin (r + 1)) ℝ :=
  pathTerm (hop r q) (fun k => resolventEntry r k.val) m

/-- Without a resolvent the perturbation term is the interaction itself. -/
theorem pathTerm_zero {ι K : Type*} [Fintype ι] [DecidableEq ι] [CommRing K]
    (V : Matrix ι ι K) (d : ι → K) : pathTerm V d 0 = V := by
  simp [pathTerm]

/-- One more order adds a sum over the last intermediate state `k`, weighted by its
resolvent entry and its coupling to the final state. -/
theorem pathTerm_succ_apply {ι K : Type*} [Fintype ι] [DecidableEq ι] [CommRing K]
    (V : Matrix ι ι K) (d : ι → K) (m : ℕ) (i j : ι) :
    pathTerm V d (m + 1) i j = ∑ k, pathTerm V d m i k * (d k * V k j) := by
  have h : pathTerm V d (m + 1) = pathTerm V d m * (Matrix.diagonal d * V) := by
    unfold pathTerm
    rw [pow_succ]
    exact (Matrix.mul_assoc _ _ _).symm
  rw [h, Matrix.mul_apply]
  refine Finset.sum_congr rfl fun k _ => ?_
  rw [Matrix.diagonal_mul]

/-- If the interaction raises the index by at most one, with amplitude `t k` from `k` to
`k + 1`, then `V (R V)^m` does not connect `0` to any state beyond `m + 1`, and it connects
`0` to `m + 1` by the product of amplitudes and resolvent entries along the direct path. -/
theorem shortest_path {K : Type*} [CommRing K] {n : ℕ}
    (V : Matrix (Fin (n + 1)) (Fin (n + 1)) K) (t d : ℕ → K)
    (hfar : ∀ i j, i.val + 1 < j.val → V i j = 0)
    (hstep : ∀ i j, i.val + 1 = j.val → V i j = t i.val) (m : ℕ) (j : Fin (n + 1)) :
    (m + 1 < j.val → pathTerm V (fun k => d k.val) m 0 j = 0) ∧
    (j.val = m + 1 → pathTerm V (fun k => d k.val) m 0 j =
      t 0 * ∏ k ∈ range m, (d (k + 1) * t (k + 1))) := by
  have h0 : (0 : Fin (n + 1)).val = 0 := by simp
  induction m generalizing j with
  | zero =>
    rw [pathTerm_zero]
    refine ⟨fun h => hfar 0 j (by omega), fun h => ?_⟩
    rw [hstep 0 j (by omega), h0]
    simp
  | succ m ih =>
    rw [pathTerm_succ_apply]
    constructor
    · intro h
      refine Finset.sum_eq_zero fun k _ => ?_
      by_cases hk : m + 1 < k.val
      · rw [(ih k).1 hk, zero_mul]
      · rw [hfar k j (by omega), mul_zero, mul_zero]
    · intro h
      have hj := j.isLt
      -- only the intermediate state m + 1 contributes
      rw [Finset.sum_eq_single (⟨m + 1, by omega⟩ : Fin (n + 1))]
      · rw [(ih _).2 rfl, hstep _ j h.symm, Finset.prod_range_succ]
        ring
      · intro k _ hk
        have hk' : k.val ≠ m + 1 := fun e => hk (Fin.ext e)
        by_cases hk2 : m + 1 < k.val
        · rw [(ih k).1 hk2, zero_mul]
        · rw [hfar k j (by omega), mul_zero, mul_zero]
      · intro hn
        exact absurd (Finset.mem_univ _) hn

/-- For an intermediate state `0 < k < r` the resolvent entry is `1 / (4 k (r - k))`. -/
theorem resolventEntry_interior {r k : ℕ} (hk : 0 < k) (hkr : k < r) :
    resolventEntry r k = 1 / (4 * (k : ℝ) * ((r : ℝ) - k)) := by
  have e : level r 0 - level r k = 4 * (k : ℝ) * ((r : ℝ) - k) := by
    simp only [level]
    push_cast
    ring
  have h1 : (0 : ℝ) < k := by exact_mod_cast hk
  have h2 : (0 : ℝ) < (r : ℝ) - k := sub_pos.mpr (by exact_mod_cast hkr)
  have h3 : 0 < 4 * (k : ℝ) * ((r : ℝ) - k) := mul_pos (mul_pos (by norm_num) h1) h2
  have hne : level r k ≠ level r 0 := by
    intro h
    linarith
  rw [resolventEntry, if_neg hne, e]

/-- The product of the energy denominators `4 (k + 1) (s - k)` over `k = 0, …, s - 1`
is `(2^s s!)²`. -/
theorem prod_gaps (s : ℕ) :
    ∏ k ∈ range s, (4 * ((k : ℝ) + 1) * ((s : ℝ) - k)) = (2 ^ s * (s ! : ℝ)) ^ 2 := by
  have h1 : ∀ n : ℕ, ∏ k ∈ range n, ((k : ℝ) + 1) = (n ! : ℝ) := by
    intro n
    induction n with
    | zero => simp
    | succ n ih =>
      rw [Finset.prod_range_succ, ih, Nat.factorial_succ]
      push_cast
      ring
  have h2 : ∀ n : ℕ, ∏ k ∈ range n, ((n : ℝ) - k) = (n ! : ℝ) := by
    intro n
    induction n with
    | zero => simp
    | succ n ih =>
      have h : ∏ k ∈ range n, (((n + 1 : ℕ) : ℝ) - ((k + 1 : ℕ) : ℝ)) = (n ! : ℝ) := by
        rw [← ih]
        refine Finset.prod_congr rfl fun k _ => ?_
        push_cast
        ring
      rw [Finset.prod_range_succ', h, Nat.factorial_succ]
      push_cast
      ring
  have h4 : (4 : ℝ) ^ s = (2 ^ s) ^ 2 := by
    rw [← pow_mul, mul_comm s 2, pow_mul]
    norm_num
  rw [Finset.prod_mul_distrib, Finset.prod_mul_distrib, Finset.prod_const,
    Finset.card_range, h1, h2, h4]
  ring

/-- For `r ≥ 1` the degenerate end states `0` and `r` are not coupled by `V (R V)^m` with
`m + 1 < r`, and for `m = r - 1` their coupling is `q^r / (2^(r-1) (r-1)!)²`. -/
theorem leading_coupling (r : ℕ) (hr : 1 ≤ r) (q : ℝ) :
    (∀ m, m + 1 < r → ladderTerm r q m 0 (Fin.last r) = 0) ∧
    ladderTerm r q (r - 1) 0 (Fin.last r) =
      q ^ r / (2 ^ (r - 1) * ((r - 1)! : ℝ)) ^ 2 := by
  obtain ⟨s, rfl⟩ : ∃ s, r = s + 1 := ⟨r - 1, by omega⟩
  have path := shortest_path (hop (s + 1) q) (fun _ => q) (resolventEntry (s + 1))
    (fun i j h => by
      simp only [hop, Matrix.of_apply]
      exact if_neg (by omega))
    (fun i j h => by
      simp only [hop, Matrix.of_apply]
      exact if_pos (Or.inl h))
  refine ⟨fun m hm => (path m (Fin.last (s + 1))).1 hm, ?_⟩
  rw [Nat.add_sub_cancel]
  -- the resolvents along the direct path
  have hd : ∏ k ∈ range s, resolventEntry (s + 1) (k + 1) =
      (∏ k ∈ range s, (4 * ((k : ℝ) + 1) * ((s : ℝ) - k)))⁻¹ := by
    rw [← Finset.prod_inv_distrib]
    refine Finset.prod_congr rfl fun k hk => ?_
    have hks := Finset.mem_range.mp hk
    rw [resolventEntry_interior (by omega) (by omega), one_div]
    push_cast
    congr 1
    ring
  have h := (path s (Fin.last (s + 1))).2 rfl
  rw [Finset.prod_mul_distrib, Finset.prod_const, Finset.card_range, hd, prod_gaps] at h
  unfold ladderTerm
  rw [h, div_eq_mul_inv]
  ring

/-- Parity rule: `V (R V)^m` has no matrix element between `i` and `j` when `i + j + m`
is even. -/
theorem parity_rule (r : ℕ) (q : ℝ) (m : ℕ) (i j : Fin (r + 1))
    (h : Even (i.val + j.val + m)) : ladderTerm r q m i j = 0 := by
  have hop0 : ∀ a b : Fin (r + 1), (a.val + b.val) % 2 = 0 → hop r q a b = 0 := by
    intro a b hab
    simp only [hop, Matrix.of_apply]
    exact if_neg (by omega)
  rw [Nat.even_iff] at h
  unfold ladderTerm
  induction m generalizing j with
  | zero =>
    rw [pathTerm_zero]
    exact hop0 i j (by omega)
  | succ m ih =>
    rw [pathTerm_succ_apply]
    refine Finset.sum_eq_zero fun k _ => ?_
    by_cases hk : (i.val + k.val + m) % 2 = 0
    · rw [ih k hk, zero_mul]
    · rw [hop0 k j (by omega), mul_zero, mul_zero]

/-- Every term `V (R V)^m` is unchanged by the reflection `k ↦ r - k` of the states. -/
theorem reflection (r : ℕ) (q : ℝ) (m : ℕ) (i j : Fin (r + 1)) :
    ladderTerm r q m i.rev j.rev = ladderTerm r q m i j := by
  have hV : ∀ a b : Fin (r + 1), hop r q a.rev b.rev = hop r q a b := by
    intro a b
    have ha := a.isLt
    have hb := b.isLt
    simp only [hop, Matrix.of_apply, Fin.val_rev]
    refine if_congr ?_ rfl rfl
    omega
  have hR : ∀ k : Fin (r + 1), resolventEntry r k.rev.val = resolventEntry r k.val := by
    intro k
    have hk := k.isLt
    have hs : k.rev.val + k.val = r := by
      rw [Fin.val_rev]
      omega
    have hc : (k.rev.val : ℝ) + (k.val : ℝ) = (r : ℝ) := by exact_mod_cast hs
    have hc' : (k.rev.val : ℝ) = (r : ℝ) - (k.val : ℝ) := by linarith
    have hl : level r k.rev.val = level r k.val := by
      unfold level
      rw [hc']
      ring
    unfold resolventEntry
    rw [hl]
  unfold ladderTerm
  induction m generalizing j with
  | zero =>
    rw [pathTerm_zero]
    exact hV i j
  | succ m ih =>
    rw [pathTerm_succ_apply, pathTerm_succ_apply]
    -- relabel the intermediate state by its mirror image
    refine (Equiv.sum_comp Fin.revPerm _).symm.trans (Finset.sum_congr rfl fun k _ => ?_)
    simp only [Fin.revPerm_apply]
    rw [ih k, hV k j, hR k]

/-- For `r ≥ 1`, the block of `V (R V)^m` on the two end states has the even and odd combinations as
eigenvectors, with eigenvalues the diagonal entry plus and minus the coupling. -/
theorem doublet_block (r : ℕ) (q : ℝ) (m : ℕ) :
    let T := ladderTerm r q m
    let e := Fin.last r
    !![T 0 0, T 0 e; T e 0, T e e] *ᵥ ![1, 1] = (T 0 0 + T 0 e) • ![1, 1] ∧
    !![T 0 0, T 0 e; T e 0, T e e] *ᵥ ![1, -1] = (T 0 0 - T 0 e) • ![1, -1] := by
  intro T e
  have h1 : T e e = T 0 0 := by
    have h := reflection r q m 0 0
    rwa [Fin.rev_zero] at h
  have h2 : T e 0 = T 0 e := by
    have h := reflection r q m 0 (Fin.last r)
    rwa [Fin.rev_zero, Fin.rev_last] at h
  rw [h1, h2]
  generalize T 0 0 = a
  generalize T 0 e = w
  constructor <;> ext i <;> fin_cases i <;>
    simp [Matrix.mulVec, dotProduct, Fin.sum_univ_two] <;> ring

end

end DegenerateLadder
```

```lean
#print axioms DegenerateLadder.leading_coupling
#print axioms DegenerateLadder.parity_rule
#print axioms DegenerateLadder.doublet_block
```

```
'DegenerateLadder.leading_coupling' depends on axioms: [propext, Classical.choice, Quot.sound]
'DegenerateLadder.parity_rule' depends on axioms: [propext, Classical.choice, Quot.sound]
'DegenerateLadder.doublet_block' depends on axioms: [propext, Classical.choice, Quot.sound]
```

## From the recursion to the coupling

`pathTerm_succ_apply` is the recursion. `shortest_path` carries out the induction for any interaction that raises the index by at most one, with step-dependent amplitudes `t`. There `Finset.sum_eq_single` isolates the state $m+1$, and `omega` settles the index inequalities.

`resolventEntry_interior` computes $R_k=1/(4k(r-k))$, and `prod_gaps` evaluates the product by two factorial inductions. `leading_coupling` writes $r=s+1$ and combines these results.

`parity_rule` and `reflection` are inductions on the same recursion; the latter relabels the intermediate state by its mirror image. `doublet_block` uses `reflection` to equate the two diagonal entries and the two off-diagonal entries, then checks both eigenvector equations by components.
